# Half-integer energies, in units of $\pi\hbar c/L$, of a massless one-dimensional Dirac particle with $f(0)=0$ and $g(L)=0$

The particle is described here only inside its box, the closed interval $[0,L]$ with $L>0$. Its wavefunction has two real components $f$ and $g$, which must satisfy the Dirac equation at every point of the interval, with one-sided derivatives at the two walls. It must also be non-zero somewhere in the interval. What the functions do elsewhere on the real line is irrelevant, so a function that vanishes in the box and is non-zero outside does not count as a state.

In units with $\hbar=c=1$, the stationary equation at real energy $E$ is

$$f'=E\,g,\qquad g'=-E\,f .$$

This is $H\psi=E\psi$ with $\psi=(f,g)$ and $H=\sigma_y p$, where $p=-i\,d/dx$ and $\sigma_y$ is the Pauli matrix. Real components are enough to find the real energies: the equation and the wall conditions have real coefficients, so the real and imaginary parts of a complex solution are each solutions.

With $f(0)=0$ and $g(L)=0$, such a state exists exactly when $E=(k+\tfrac12)\pi/L$ for some integer $k$. For a single non-interacting particle in one dimension, this shows a gap around zero energy although there is no mass inside the box. The gap depends on the choice of walls: with $f(0)=0$ and $f(L)=0$ instead, $f=0$ with constant $g\neq0$ is a state of zero energy. The result also supplies exact levels to compare with those of a discretised Dirac Hamiltonian with the same walls.

## The equation and the walls

```lean
import Mathlib

open Real Set

namespace MasslessDiracBag
```

The file loads the Mathlib library and opens two of its namespaces, so that `sin`, `π` and the interval notation `Icc` can be written without prefixes.

```lean
/-- The stationary massless Dirac equation `f' = E g`, `g' = -E f` for a real two-component
wavefunction on the interval `[0, L]`, with one-sided derivatives at the walls. -/
def SolvesDirac (L E : ℝ) (f g : ℝ → ℝ) : Prop :=
  ∀ x ∈ Icc 0 L, HasDerivWithinAt f (E * g x) (Icc 0 L) x ∧
    HasDerivWithinAt g (-(E * f x)) (Icc 0 L) x
```

`SolvesDirac L E f g` is a proposition about two numbers and two functions. `Icc 0 L` is the closed interval $[0,L]$. The expression `HasDerivWithinAt f (E * g x) (Icc 0 L) x` says that $f$ has derivative $E\,g(x)$ at $x$ when the difference quotient uses only points of the interval. At an interior point this is the ordinary derivative, and at a wall it is the one-sided one. The functions have type `ℝ → ℝ` and so take values everywhere, but only those in the interval enter.

```lean
/-- A mode of energy `E` in a bag of length `L`: a solution of the Dirac equation, not identically
zero in the bag, whose component ratio is fixed by the angle `a` at the left wall and by the
angle `b` at the right wall. -/
structure IsBagMode (L E a b : ℝ) (f g : ℝ → ℝ) : Prop where
  dirac : SolvesDirac L E f g
  left : f 0 * cos a = g 0 * sin a
  right : f L * cos b = g L * sin b
  nonzero : ∃ x ∈ Icc 0 L, f x ≠ 0 ∨ g x ≠ 0
```

A bag mode is a solution with three further properties. Each wall has an angle, $a$ on the left and $b$ on the right, and the conditions are

$$f(0)\cos a=g(0)\sin a,\qquad f(L)\cos b=g(L)\sin b .$$

They fix the direction of the spinor $(f,g)$ at each wall and leave its size free. Physically, such a wall lets no probability through: even for complex components, a real ratio makes the current $\psi^\dagger\sigma_y\psi$ vanish there. The choice $a=0$ gives $f(0)=0$, and $b=\pi/2$ gives $g(L)=0$. This pair describes walls beyond which the particle has a mass term $m\sigma_x$ in the limit $m\to+\infty$, because in that limit the decaying solution outside has only a $g$ component on the left and only an $f$ component on the right.

The field `nonzero` demands a point of the interval where at least one component is non-zero. No normalisation is imposed.

## The Dirac equation as a rotation

```lean
/-- A quantity whose derivative vanishes throughout the bag keeps its value at the left wall. -/
theorem const_on_bag {L : ℝ} (hL : 0 < L) {h : ℝ → ℝ}
    (hd : ∀ x ∈ Icc 0 L, HasDerivWithinAt h 0 (Icc 0 L) x) :
    ∀ x ∈ Icc 0 L, h x = h 0 :=
  constant_of_derivWithin_zero (fun x hx => (hd x hx).differentiableWithinAt)
    (fun x hx => (hd x (Ico_subset_Icc_self hx)).derivWithin
      (uniqueDiffOn_Icc hL x (Ico_subset_Icc_self hx)))
```

If $h'=0$ throughout $[0,L]$, then $h(x)=h(0)$ there. By hand this is the mean value theorem: $h(x)-h(0)=x\,h'(\xi)=0$ for some $\xi$ between $0$ and $x$.

The proof hands the task to Mathlib's `constant_of_derivWithin_zero`, which needs differentiability and a vanishing derivative. The hypothesis `hL : 0 < L` enters through `uniqueDiffOn_Icc`: on an interval of positive length, the derivative taken within the interval is unique.

```lean
/-- The Dirac equation rotates the two components: the wavefunction at `x` is the one at the left
wall turned by the angle `E x`. -/
theorem spinor_rotation {L E : ℝ} (hL : 0 < L) {f g : ℝ → ℝ} (D : SolvesDirac L E f g)
    {x : ℝ} (hx : x ∈ Icc 0 L) :
    f x = f 0 * cos (E * x) + g 0 * sin (E * x) ∧
      g x = g 0 * cos (E * x) - f 0 * sin (E * x) := by
  have hlin : ∀ y : ℝ, HasDerivAt (fun z : ℝ => E * z) E y := fun y => by
    simpa using (hasDerivAt_id' y).const_mul E
  -- the components in the co-rotating frame do not change along the bag
  have hP := const_on_bag hL (h := fun y => f y * cos (E * y) - g y * sin (E * y))
    (fun y hy => (((D y hy).1.mul (hlin y).cos.hasDerivWithinAt).sub
      ((D y hy).2.mul (hlin y).sin.hasDerivWithinAt)).congr_deriv
        (by try dsimp only
            ring)) x hx
  have hQ := const_on_bag hL (h := fun y => f y * sin (E * y) + g y * cos (E * y))
    (fun y hy => (((D y hy).1.mul (hlin y).sin.hasDerivWithinAt).add
      ((D y hy).2.mul (hlin y).cos.hasDerivWithinAt)).congr_deriv
        (by try dsimp only
            ring)) x hx
  simp only [mul_zero, cos_zero, sin_zero, mul_one, sub_zero, zero_add] at hP hQ
  have hsc := sin_sq_add_cos_sq (E * x)
  constructor
  · linear_combination cos (E * x) * hP + sin (E * x) * hQ - f x * hsc
  · linear_combination cos (E * x) * hQ - sin (E * x) * hP - g x * hsc
```

The theorem says that for every $x$ in the bag

$$f(x)=f(0)\cos Ex+g(0)\sin Ex,\qquad g(x)=g(0)\cos Ex-f(0)\sin Ex .$$

To derive it, turn the spinor back by the angle $Ex$ and define

$$P=f\cos Ex-g\sin Ex,\qquad Q=f\sin Ex+g\cos Ex .$$

The product rule and the Dirac equation give

$$P'=Eg\cos Ex-Ef\sin Ex+Ef\sin Ex-Eg\cos Ex=0,$$
$$Q'=Eg\sin Ex+Ef\cos Ex-Ef\cos Ex-Eg\sin Ex=0 .$$

Hence $P(x)=P(0)=f(0)$ and $Q(x)=Q(0)=g(0)$. Solving for the components, with $\sin^2+\cos^2=1$, gives $f=P\cos Ex+Q\sin Ex$ and $g=Q\cos Ex-P\sin Ex$, which is the claim.

In the proof, `hP` and `hQ` are the constancy of $P$ and $Q$. Inside each, `congr_deriv` replaces the derivative produced by the product rule with $0$, and `ring` checks the cancellation. The two `linear_combination` lines at the end carry out the solving: they name the multiples of `hP`, `hQ` and the Pythagorean identity `hsc` that add up to the goal.

```lean
/-- The density `f² + g²` of a stationary solution is uniform in the bag. -/
theorem density_uniform {L E : ℝ} (hL : 0 < L) {f g : ℝ → ℝ} (D : SolvesDirac L E f g)
    {x : ℝ} (hx : x ∈ Icc 0 L) : f x ^ 2 + g x ^ 2 = f 0 ^ 2 + g 0 ^ 2 := by
  obtain ⟨hf, hg⟩ := spinor_rotation hL D hx
  rw [hf, hg]
  linear_combination (f 0 ^ 2 + g 0 ^ 2) * sin_sq_add_cos_sq (E * x)
```

The density $f^2+g^2$ has the same value at every point of the bag. Inserting the rotation formulas, the cross terms cancel and

$$f(x)^2+g(x)^2=\bigl(f(0)^2+g(0)^2\bigr)(\cos^2Ex+\sin^2Ex)=f(0)^2+g(0)^2 .$$

A normalised mode therefore has density $1/L$ throughout, whatever its energy. The Lean proof makes the same substitution and uses the same identity.

```lean
/-- The wave with components `sin (a + E x)` and `cos (a + E x)` solves the massless Dirac
equation at energy `E`. -/
theorem wave_solves (L E a : ℝ) :
    SolvesDirac L E (fun x => sin (a + E * x)) (fun x => cos (a + E * x)) := by
  intro x _
  have h : HasDerivAt (fun z : ℝ => a + E * z) E x := by
    simpa using ((hasDerivAt_id' x).const_mul E).const_add a
  exact ⟨h.sin.hasDerivWithinAt.congr_deriv (by ring),
    h.cos.hasDerivWithinAt.congr_deriv (by ring)⟩
```

This is an explicit solution, $f=\sin(a+Ex)$ and $g=\cos(a+Ex)$. The chain rule gives $f'=E\cos(a+Ex)=Eg$ and $g'=-E\sin(a+Ex)=-Ef$. It holds for every real $E$, since no condition at the right wall has been imposed yet. The notation `fun x => sin (a + E * x)` is Lean's way of writing the function $x\mapsto\sin(a+Ex)$.

## Quantisation by the second wall

```lean
/-- Spectrum of the massless Dirac particle between walls with angles `a` and `b`: a mode of
energy `E` exists exactly when `E = (b - a + n π) / L` for some integer `n`. -/
theorem bag_spectrum {L : ℝ} (hL : 0 < L) (E a b : ℝ) :
    (∃ f g, IsBagMode L E a b f g) ↔ ∃ n : ℤ, E = (b - a + n * π) / L := by
  constructor
  · rintro ⟨f, g, m⟩
    -- the left wall fixes the direction of the spinor, up to an amplitude `r`
    obtain ⟨r, hf, hg⟩ : ∃ r, f 0 = r * sin a ∧ g 0 = r * cos a := by
      have hsc := sin_sq_add_cos_sq a
      refine ⟨f 0 * sin a + g 0 * cos a, ?_, ?_⟩
      · linear_combination cos a * m.left - f 0 * hsc
      · linear_combination -sin a * m.left - g 0 * hsc
    have hr : r ≠ 0 := by
      intro h0
      obtain ⟨x, hx, hne⟩ := m.nonzero
      obtain ⟨h1, h2⟩ := spinor_rotation hL m.dirac hx
      rw [hf, hg, h0] at h1 h2
      rcases hne with h | h
      · exact h (by rw [h1]; ring)
      · exact h (by rw [h2]; ring)
    -- the right wall then quantises the accumulated angle `E L`
    have hR := m.right
    obtain ⟨h1, h2⟩ := spinor_rotation hL m.dirac (right_mem_Icc.2 hL.le)
    rw [h1, h2, hf, hg] at hR
    have hz : r * sin (E * L + (a - b)) = 0 := by
      rw [sin_add, cos_sub, sin_sub]
      linear_combination hR
    obtain ⟨n, hn⟩ := sin_eq_zero_iff.1 ((mul_eq_zero.1 hz).resolve_left hr)
    refine ⟨n, ?_⟩
    rw [eq_div_iff hL.ne']
    linarith
  · rintro ⟨n, hn⟩
    rw [eq_div_iff hL.ne'] at hn
    have hz : sin (a + E * L - b) = 0 := sin_eq_zero_iff.2 ⟨n, by linarith⟩
    rw [sin_sub] at hz
    have hne : sin (a + E * 0) ≠ 0 ∨ cos (a + E * 0) ≠ 0 := by
      by_cases h : sin (a + E * 0) = 0
      · right
        intro h'
        have hsc := sin_sq_add_cos_sq (a + E * 0)
        rw [h, h'] at hsc
        norm_num at hsc
      · exact Or.inl h
    have hl : sin (a + E * 0) * cos a = cos (a + E * 0) * sin a := by
      rw [mul_zero, add_zero, mul_comm]
    have hr : sin (a + E * L) * cos b = cos (a + E * L) * sin b := by linarith
    exact ⟨fun x => sin (a + E * x), fun x => cos (a + E * x),
      ⟨wave_solves L E a, hl, hr, 0, left_mem_Icc.2 hL.le, hne⟩⟩
```

For any wall angles, a mode of energy $E$ exists if and only if

$$E=\frac{b-a+n\pi}{L}\quad\text{for some integer } n .$$

**From a mode to the formula.** Put $r=f(0)\sin a+g(0)\cos a$. The left wall condition gives

$$r\sin a=f(0)\sin^2a+g(0)\sin a\cos a=f(0)(\sin^2a+\cos^2a)=f(0),$$

and in the same way $r\cos a=g(0)$. If $r$ were zero, both components would vanish at the left wall, and the rotation formulas would make them vanish throughout the bag, which a mode may not do. So $r\neq0$. At the right wall the rotation gives

$$f(L)=r\sin(a+EL),\qquad g(L)=r\cos(a+EL),$$

and the condition there becomes

$$r\bigl[\sin(a+EL)\cos b-\cos(a+EL)\sin b\bigr]=r\sin(EL+a-b)=0 .$$

Since $r\ne0$, the sine vanishes, so $EL+a-b=n\pi$, which is the stated formula.

**From the formula to a mode.** Take the explicit wave above. At $x=0$ it is $(\sin a,\cos a)$, which satisfies the left condition and is not zero, because the squares of its components add up to one. The right condition is $\sin(a+EL-b)=0$, and this holds because $a+EL-b=n\pi$.

In Lean, `constructor` splits the equivalence into these two directions. In the first, `obtain ⟨r, hf, hg⟩` introduces the amplitude, `hr` proves it non-zero, and `hz` is the sine equation at the right wall. The lemma `sin_eq_zero_iff` then supplies the integer. In the second direction, `hl`, `hr` and `hne` are the left condition, the right condition and non-vanishing, and the last line assembles them into a mode.

```lean
/-- With `f` vanishing at the left wall and `g` at the right wall, the energies of the massless
Dirac particle are exactly the half-integer multiples `(k + 1/2) π / L`. -/
theorem half_integer_spectrum {L : ℝ} (hL : 0 < L) (E : ℝ) :
    (∃ f g : ℝ → ℝ, SolvesDirac L E f g ∧ f 0 = 0 ∧ g L = 0 ∧
      ∃ x ∈ Icc 0 L, f x ≠ 0 ∨ g x ≠ 0) ↔ ∃ k : ℤ, E = (k + 1 / 2) * π / L := by
  constructor
  · rintro ⟨f, g, hD, h0, h1, hne⟩
    obtain ⟨n, hn⟩ := (bag_spectrum hL E 0 (π / 2)).1
      ⟨f, g, ⟨hD, by simp [h0], by simp [h1], hne⟩⟩
    exact ⟨n, by rw [hn]; ring⟩
  · rintro ⟨k, hk⟩
    obtain ⟨f, g, m⟩ := (bag_spectrum hL E 0 (π / 2)).2 ⟨k, by rw [hk]; ring⟩
    have hl := m.left
    have hr := m.right
    rw [cos_zero, sin_zero] at hl
    rw [cos_pi_div_two, sin_pi_div_two] at hr
    exact ⟨f, g, m.dirac, by linarith, by linarith, m.nonzero⟩
```

This is the result in the title, stated directly with $f(0)=0$ and $g(L)=0$, without wall angles. The left side reads: there are functions $f$ and $g$ that solve the equation in the bag, satisfy both wall conditions, and are not both zero throughout it. The right side reads: $E=(k+\tfrac12)\pi/L$ for some integer $k$. The annotation `k : ℤ` makes $k$ an integer, which Lean converts to a real number inside the formula.

By hand, set $a=0$ and $b=\pi/2$ in the general spectrum:

$$E=\frac{\pi/2+n\pi}{L}=\frac{(n+\tfrac12)\pi}{L},$$

so $k=n$. The proof does this in both directions, using the values of sine and cosine at $0$ and $\pi/2$ to translate between the two forms of the wall conditions. The corresponding normalised mode is

$$\frac1{\sqrt L}\left(\sin\frac{(k+\frac12)\pi x}{L},\ \cos\frac{(k+\frac12)\pi x}{L}\right).$$

For a numerical instance, take $L=2$. The levels with $k=-1,0,1$ are $-\pi/4\approx-0.785$, $\pi/4\approx0.785$ and $3\pi/4\approx2.356$. The normalised mode for $k=0$ is $\tfrac1{\sqrt2}(\sin\tfrac{\pi x}{4},\cos\tfrac{\pi x}{4})$. In the middle of the bag, at $x=1$, both components equal $\tfrac12$, so the density is $\tfrac14+\tfrac14=\tfrac12=1/L$. The energy $E=1$, by contrast, is not allowed: the left wall forces $f=r\sin x$ and $g=r\cos x$, and then $g(2)=r\cos2\approx-0.416\,r$ vanishes only for $r=0$.

The theorem concerns a massless particle on a line with no potential inside the box. The three-dimensional bag used for quarks in hadrons is a different problem, with a different spectrum. The statement says which real energies occur; it does not address the completeness of the modes or the self-adjointness of $H$.

## The level nearest to zero

```lean
/-- For wall angles `0` and `π/2` the smallest absolute value of the energy of a mode is
`π / (2 L)`, and it is attained. -/
theorem least_abs_energy {L : ℝ} (hL : 0 < L) :
    IsLeast {e : ℝ | ∃ E, (∃ f g, IsBagMode L E 0 (π / 2) f g) ∧ e = |E|} (π / (2 * L)) := by
  have hp : 0 < π / L := div_pos pi_pos hL
  have hhalf : π / (2 * L) = π / L / 2 := by ring
  constructor
  · refine ⟨π / (2 * L), (bag_spectrum hL _ 0 (π / 2)).2 ⟨0, ?_⟩, ?_⟩
    · rw [Int.cast_zero]
      ring
    · exact (abs_of_pos (by rw [hhalf]; linarith)).symm
  · rintro e ⟨E, hE, rfl⟩
    obtain ⟨n, hn⟩ := (bag_spectrum hL E 0 (π / 2)).1 hE
    have hE' : E = π / L / 2 + n * (π / L) := by rw [hn]; ring
    rw [hhalf]
    -- levels with `n ≥ 0` lie above the gap, those with `n ≤ -1` below it
    rcases le_or_gt 0 n with h | h
    · have h' : (0 : ℝ) ≤ n := by exact_mod_cast h
      linarith [le_abs_self E, mul_nonneg h' hp.le]
    · have h' : (n : ℝ) ≤ -1 := by exact_mod_cast (by omega : n ≤ -1)
      have h2 : 0 ≤ (-1 - (n : ℝ)) * (π / L) := mul_nonneg (by linarith) hp.le
      linarith [neg_le_abs E]

end MasslessDiracBag
```

```lean
#print axioms MasslessDiracBag.density_uniform
#print axioms MasslessDiracBag.half_integer_spectrum
#print axioms MasslessDiracBag.least_abs_energy
```

```
'MasslessDiracBag.density_uniform' depends on axioms: [propext, Classical.choice, Quot.sound]
'MasslessDiracBag.half_integer_spectrum' depends on axioms: [propext, Classical.choice, Quot.sound]
'MasslessDiracBag.least_abs_energy' depends on axioms: [propext, Classical.choice, Quot.sound]
```

The set in braces collects the numbers $|E|$ for all energies $E$ that have a mode with wall angles $0$ and $\pi/2$. `IsLeast` says two things about $\pi/(2L)$: it belongs to this set, and no member of the set is smaller.

For membership, take $n=0$ in the spectrum, which gives $E=\pi/(2L)$. For the lower bound, write $E=(n+\tfrac12)\pi/L$ and distinguish two cases. If $n\ge0$, then $E\ge\pi/(2L)$. If $n\le-1$, then $n+\tfrac12\le-\tfrac12$, so $E\le-\pi/(2L)$. In both cases $|E|\ge\pi/(2L)$.

The proof follows the same split with `rcases le_or_gt 0 n`. In the second case `omega` turns $n<0$ into $n\le-1$, a step that is valid because $n$ is an integer. The value $n=-1$ gives $E=-\pi/(2L)$, so the two levels closest to zero lie symmetrically about it, a distance $\pi/L$ apart.
